# Energies of the open SSH chain with N + 1 A sites and N B sites

## The chain and its Hamiltonian

An electron hops along an open chain of $2N+1$ sites,

$$A_0 - B_0 - A_1 - B_1 - \dots - B_{N-1} - A_N ,$$

with amplitude $v$ on each bond $A_jB_j$ and $w$ on each bond $B_jA_{j+1}$. This is the Su–Schrieffer–Heeger (SSH) chain, cut so that both ends are A sites. With every on-site energy set to zero, its energies are $0$ and

$$\pm\sqrt{v^2+w^2+2vw\cos k_j},\qquad k_j=\frac{\pi(j+1)}{N+1},\qquad j=0,\dots,N-1,$$

for all real $v$ and $w$ and every natural number $N$.

```lean
import Mathlib

open Matrix

namespace SSHOddChain

noncomputable section
```

Let $b_m$ be the amplitude on $B_m$ and $a_i$ the amplitude on $A_i$. The hopping matrix $Q$ takes B amplitudes to A amplitudes:

$$(Qb)_i = v\,b_i + w\,b_{i-1},\qquad b_{-1}=b_N=0 .$$

In Lean, $Q$ is `hop N v w`. The type `Fin N` labels the B sites and `Fin (N + 1)` the A sites, both counted from zero. `j.castSucc` is the A site with the same number as $B_j$, and `j.succ` is the next one.

```lean
/-- Hopping amplitudes from the `N` B sites to the `N + 1` A sites: `v` joins `B_j` to `A_j`,
and `w` joins `B_j` to `A_(j+1)`. -/
def hop (N : ℕ) (v w : ℝ) : Matrix (Fin (N + 1)) (Fin N) ℝ :=
  Matrix.of fun i j => (if i = j.castSucc then v else 0) + (if i = j.succ then w else 0)
```

All on-site energies are zero and hopping only connects A to B, so the Hamiltonian has only off-diagonal blocks:

$$H=\begin{pmatrix}0&Q\\Q^{T}&0\end{pmatrix}.$$

The hoppings enter with a plus sign. The convention with $-v$ and $-w$ replaces $H$ by $-H$ and leaves the set of energies unchanged.

```lean
/-- Hamiltonian of the open SSH chain that begins and ends on an A site. -/
def hamiltonian (N : ℕ) (v w : ℝ) : Matrix (Fin (N + 1) ⊕ Fin N) (Fin (N + 1) ⊕ Fin N) ℝ :=
  Matrix.fromBlocks 0 (hop N v w) (hop N v w)ᵀ 0
```

An energy is a number $E$ for which $H\psi=E\psi$ has a nonzero solution. Real $E$ and $\psi$ are enough: $H$ is real and symmetric, so its eigenvalues are real, and the real or the imaginary part of a complex eigenvector is a real one.

```lean
/-- `E` is an energy of the chain if some nonzero state `ψ` satisfies `H ψ = E ψ`. -/
def IsEnergy (N : ℕ) (v w E : ℝ) : Prop :=
  ∃ ψ : Fin (N + 1) ⊕ Fin N → ℝ, ψ ≠ 0 ∧ hamiltonian N v w *ᵥ ψ = E • ψ
```

The quantity called `momentum` is the dimensionless wave number $k_j$, the phase advance per unit cell of a standing wave. It is not a conserved momentum, since the open chain has no translation symmetry.

```lean
/-- The wave numbers `π (j + 1) / (N + 1)`, for `j = 0, ..., N - 1`. -/
def momentum (N : ℕ) (j : Fin N) : ℝ := Real.pi * ((j : ℕ) + 1) / (N + 1)
```

`bandEnergy` is the upper branch of the bulk dispersion relation.

```lean
/-- The upper SSH band `√(v² + w² + 2 v w cos k)`. -/
def bandEnergy (v w k : ℝ) : ℝ := Real.sqrt (v ^ 2 + w ^ 2 + 2 * v * w * Real.cos k)
```

The standing wave $s_j$ has amplitude $\sin(k_j(m+1))$ on $B_m$. It is unnormalised, with squared length $(N+1)/2$; the unit vector is $\sqrt{2/(N+1)}\,s_j$.

```lean
/-- Standing wave on the B sites, with amplitude `sin (k_j (m + 1))` on `B_m`. -/
def sineMode (N : ℕ) (j : Fin N) : Fin N → ℝ :=
  fun m => Real.sin (momentum N j * (((m : ℕ) + 1 : ℕ) : ℝ))
```

## Allowed wave numbers and the square root

The expression under the root is never negative, because

$$v^2+w^2+2vw\cos k=(v+w\cos k)^2+(w\sin k)^2 .$$

Squaring the band energy therefore returns this expression. The proof checks the identity using $\sin^2k+\cos^2k=1$, and `positivity` reads off the sign.

```lean
/-- The square of the band energy is `v² + w² + 2 v w cos k`, for all real `v`, `w`, `k`. -/
theorem bandEnergy_sq (v w k : ℝ) :
    bandEnergy v w k ^ 2 = v ^ 2 + w ^ 2 + 2 * v * w * Real.cos k := by
  apply Real.sq_sqrt
  have h : v ^ 2 + w ^ 2 + 2 * v * w * Real.cos k
      = (v + w * Real.cos k) ^ 2 + (w * Real.sin k) ^ 2 := by
    linear_combination (-w ^ 2) * Real.sin_sq_add_cos_sq k
  rw [h]
  positivity
```

Since $1\le j+1\le N<N+1$, each wave number satisfies $0<k_j<\pi$.

```lean
/-- The allowed wave numbers lie strictly between `0` and `π`. -/
theorem momentum_mem {N : ℕ} (j : Fin N) : 0 < momentum N j ∧ momentum N j < Real.pi := by
  have hj : ((j : ℕ) : ℝ) < N := by exact_mod_cast j.isLt
  have hp := Real.pi_pos
  have hN : (0 : ℝ) < (N : ℝ) + 1 := by positivity
  refine ⟨by unfold momentum; positivity, ?_⟩
  unfold momentum
  rw [div_lt_iff₀ hN]
  nlinarith
```

The cosine is injective on $[0,\pi]$, so $\cos k_i=\cos k_j$ gives $k_i=k_j$. Cancelling $N+1$ and $\pi$ leaves $i=j$.

```lean
/-- Different allowed wave numbers have different cosines. -/
theorem cos_momentum_injective (N : ℕ) :
    Function.Injective fun j : Fin N => Real.cos (momentum N j) := by
  intro i j h
  have hk : momentum N i = momentum N j := Real.injOn_cos
    ⟨(momentum_mem i).1.le, (momentum_mem i).2.le⟩
    ⟨(momentum_mem j).1.le, (momentum_mem j).2.le⟩ h
  have hN : (N : ℝ) + 1 ≠ 0 := by positivity
  unfold momentum at hk
  rw [div_left_inj' hN] at hk
  have h2 := add_right_cancel (mul_left_cancel₀ Real.pi_ne_zero hk)
  exact Fin.ext (by exact_mod_cast h2)
```

## Standing waves under two hops

Applying the Hamiltonian twice brings a B amplitude back to the B sublattice through $Q^TQ$. Fix $j$, write $k=k_j$ and $g(n)=\sin(kn)$, so that $s_j$ has amplitude $g(m+1)$ on $B_m$. The wave vanishes at the two positions just outside the B sublattice:

$$g(0)=0,\qquad g(N+1)=\sin((j+1)\pi)=0 .$$

Hence one formula holds on every A site, including both ends:

$$(Qs_j)_i=v\,g(i+1)+w\,g(i).$$

The return hop is $(Q^Ta)_m=v\,a_m+w\,a_{m+1}$, which gives

$$(Q^TQs_j)_m=(v^2+w^2)\,g(m+1)+vw\,[\,g(m)+g(m+2)\,].$$

The sine addition theorem turns the bracket into $2\cos k\;g(m+1)$, and therefore

$$Q^TQ\,s_j=(v^2+w^2+2vw\cos k_j)\,s_j .$$

In the proof, `hQ` is the formula for $Qs_j$; its sums over B sites are extended by one term that vanishes by `hN` or `h0`. `hT` is the return hop. `e1` and `e2` expand $g(m)$ and $g(m+2)$, and the last line adds them with weight $vw$.

```lean
/-- The two-step hopping B → A → B multiplies each standing wave by the number
`v² + w² + 2 v w cos k_j`. -/
theorem two_step_sineMode {N : ℕ} (v w : ℝ) (j : Fin N) :
    (hop N v w)ᵀ *ᵥ (hop N v w *ᵥ sineMode N j)
      = (v ^ 2 + w ^ 2 + 2 * v * w * Real.cos (momentum N j)) • sineMode N j := by
  set k := momentum N j with hk
  let g : ℕ → ℝ := fun n => Real.sin (k * (n : ℝ))
  -- the wave vanishes on the two fictitious B sites just outside the chain
  have h0 : g 0 = 0 := by simp [g]
  have hN : g (N + 1) = 0 := by
    have h : k * ((N + 1 : ℕ) : ℝ) = (((j : ℕ) + 1 : ℕ) : ℝ) * Real.pi := by
      rw [hk]
      unfold momentum
      push_cast
      field_simp
    change Real.sin (k * ((N + 1 : ℕ) : ℝ)) = 0
    rw [h]
    exact Real.sin_nat_mul_pi _
  have hQ : hop N v w *ᵥ sineMode N j
      = fun i : Fin (N + 1) => v * g ((i : ℕ) + 1) + w * g (i : ℕ) := by
    funext i
    have h1 : ∑ m : Fin N, (if i = m.castSucc then v else 0) * g ((m : ℕ) + 1)
        = v * g ((i : ℕ) + 1) := by
      have h := Fin.sum_univ_castSucc
        (fun m : Fin (N + 1) => (if i = m then v else 0) * g ((m : ℕ) + 1))
      simpa [hN, -mul_eq_mul_left_iff] using h.symm
    have h2 : ∑ m : Fin N, (if i = m.succ then w else 0) * g ((m : ℕ) + 1)
        = w * g (i : ℕ) := by
      have h := Fin.sum_univ_succ
        (fun m : Fin (N + 1) => (if i = m then w else 0) * g (m : ℕ))
      simpa [h0, -mul_eq_mul_left_iff] using h.symm
    rw [← h1, ← h2, ← Finset.sum_add_distrib]
    change ∑ m : Fin N, ((if i = m.castSucc then v else 0) + (if i = m.succ then w else 0))
      * g ((m : ℕ) + 1) = _
    simp only [add_mul]
  have hT : ∀ (a : Fin (N + 1) → ℝ) (m : Fin N),
      ((hop N v w)ᵀ *ᵥ a) m = v * a m.castSucc + w * a m.succ := by
    intro a m
    simp [hop, Matrix.mulVec, dotProduct, add_mul, Finset.sum_add_distrib]
  funext m
  rw [hQ, hT]
  change v * (v * g ((m : ℕ) + 1) + w * g (m : ℕ))
    + w * (v * g ((m : ℕ) + 1 + 1) + w * g ((m : ℕ) + 1))
    = (v ^ 2 + w ^ 2 + 2 * v * w * Real.cos k) * g ((m : ℕ) + 1)
  -- the sine addition theorem for the two neighbouring cells
  have e1 : g (m : ℕ) = g ((m : ℕ) + 1) * Real.cos k
      - Real.cos (k * (((m : ℕ) + 1 : ℕ) : ℝ)) * Real.sin k := by
    simp only [g]
    rw [← Real.sin_sub]
    congr 1; push_cast; ring
  have e2 : g ((m : ℕ) + 1 + 1) = g ((m : ℕ) + 1) * Real.cos k
      + Real.cos (k * (((m : ℕ) + 1 : ℕ) : ℝ)) * Real.sin k := by
    simp only [g]
    rw [← Real.sin_add]
    congr 1; push_cast; ring
  linear_combination v * w * e1 + v * w * e2
```

## The waves span the B sublattice

The waves $s_j$ don't depend on $v$ and $w$, so their independence may be checked at any convenient hoppings. At $v=w=1$ their eigenvalues are $2+2\cos k_j$, which are all different. Each wave is nonzero, because its amplitude on $B_0$ is $\sin k_j>0$. Eigenvectors with distinct eigenvalues are linearly independent. This route also serves $v=0$ or $w=0$, where for $N\ge2$ the eigenvalues of $Q^TQ$ coincide and could not separate the waves.

```lean
/-- The `N` standing waves on the B sites are linearly independent. -/
theorem sineMode_independent (N : ℕ) : LinearIndependent ℝ (sineMode N) := by
  -- at v = w = 1 they belong to distinct eigenvalues
  refine Module.End.eigenvectors_linearIndependent'
    (Matrix.mulVecLin ((hop N 1 1)ᵀ * hop N 1 1))
    (fun j => 1 ^ 2 + 1 ^ 2 + 2 * 1 * 1 * Real.cos (momentum N j)) ?_ (sineMode N) ?_
  · intro i j h
    apply cos_momentum_injective N
    dsimp only at h ⊢
    linarith
  · intro j
    refine ⟨Module.End.mem_eigenspace_iff.mpr ?_, fun h => ?_⟩
    · rw [Matrix.mulVecLin_apply, ← Matrix.mulVec_mulVec]
      exact two_step_sineMode 1 1 j
    · have h1 := congrFun h ⟨0, j.pos⟩
      have h2 := Real.sin_pos_of_pos_of_lt_pi (momentum_mem j).1 (momentum_mem j).2
      simp [sineMode] at h1
      linarith
```

The $N$ independent waves span the $N$-dimensional space of B amplitudes. Suppose now that $Q^TQb=e\,b$ with $b\ne0$, and write $\lambda_j=v^2+w^2+2vw\cos k_j$. Since $Q^TQ$ is symmetric,

$$e\,(s_j\cdot b)=s_j\cdot(Q^TQb)=(Q^TQs_j)\cdot b=\lambda_j\,(s_j\cdot b).$$

If $e$ differed from every $\lambda_j$, then $b$ would be orthogonal to all the waves, hence to every vector and to itself, so $b=0$. This contradiction shows that $e$ is one of the $\lambda_j$. In Lean, `key` is the symmetry step, `orth` the orthogonality, and `all` extends it to the whole span.

```lean
/-- Every eigenvalue of the two-step hopping B → A → B is one of the numbers
`v² + w² + 2 v w cos k_j`. -/
theorem two_step_complete {N : ℕ} {v w e : ℝ} {b : Fin N → ℝ} (hb : b ≠ 0)
    (h : (hop N v w)ᵀ *ᵥ (hop N v w *ᵥ b) = e • b) :
    ∃ j : Fin N, e = v ^ 2 + w ^ 2 + 2 * v * w * Real.cos (momentum N j) := by
  by_contra hne
  -- otherwise b is orthogonal to every standing wave
  have orth : ∀ j, sineMode N j ⬝ᵥ b = 0 := by
    intro j
    have key : sineMode N j ⬝ᵥ ((hop N v w)ᵀ *ᵥ (hop N v w *ᵥ b))
        = ((hop N v w)ᵀ *ᵥ (hop N v w *ᵥ sineMode N j)) ⬝ᵥ b := by
      rw [Matrix.dotProduct_mulVec, Matrix.vecMul_transpose, Matrix.dotProduct_mulVec,
        ← Matrix.mulVec_transpose]
    rw [h, two_step_sineMode, dotProduct_smul, smul_dotProduct, smul_eq_mul, smul_eq_mul] at key
    by_contra h0
    exact hne ⟨j, mul_right_cancel₀ h0 key⟩
  have hspan : Submodule.span ℝ (Set.range (sineMode N)) = ⊤ :=
    (sineMode_independent N).span_eq_top_of_card_eq_finrank' (by simp)
  have all : ∀ x ∈ Submodule.span ℝ (Set.range (sineMode N)), x ⬝ᵥ b = 0 := by
    intro x hx
    induction hx using Submodule.span_induction with
    | mem x h => obtain ⟨j, rfl⟩ := h; exact orth j
    | zero => exact zero_dotProduct b
    | add x y _ _ hx hy => rw [add_dotProduct, hx, hy, add_zero]
    | smul c x _ hx => rw [smul_dotProduct, hx, smul_zero]
  exact hb (dotProduct_self_eq_zero.1 (all b (by rw [hspan]; trivial)))
```

## From two hops to the energies

Split into sublattices, $H\psi=E\psi$ reads

$$Qb=E\,a,\qquad Q^Ta=E\,b,$$

with $a$ and $b$ not both zero.

```lean
/-- `E` is an energy exactly when sublattice amplitudes `a` and `b`, not both zero, satisfy
`Q b = E a` and `Qᵀ a = E b`, where `Q` is the hopping matrix. -/
theorem isEnergy_iff (N : ℕ) (v w E : ℝ) :
    IsEnergy N v w E ↔ ∃ (a : Fin (N + 1) → ℝ) (b : Fin N → ℝ), (a ≠ 0 ∨ b ≠ 0) ∧
      hop N v w *ᵥ b = E • a ∧ (hop N v w)ᵀ *ᵥ a = E • b := by
  constructor
  · rintro ⟨ψ, hψ, h⟩
    rw [hamiltonian, Matrix.fromBlocks_mulVec] at h
    refine ⟨ψ ∘ Sum.inl, ψ ∘ Sum.inr, ?_, ?_, ?_⟩
    · by_contra hc
      simp only [not_or, not_not, ne_eq] at hc
      apply hψ
      funext x
      rcases x with i | i
      · exact congrFun hc.1 i
      · exact congrFun hc.2 i
    · funext i
      simpa using congrFun h (Sum.inl i)
    · funext i
      simpa using congrFun h (Sum.inr i)
  · rintro ⟨a, b, hab, h1, h2⟩
    refine ⟨Sum.elim a b, fun h => ?_, ?_⟩
    · rcases hab with ha | hb
      · exact ha (funext fun i => congrFun h (Sum.inl i))
      · exact hb (funext fun i => congrFun h (Sum.inr i))
    · rw [hamiltonian, Matrix.fromBlocks_mulVec]
      funext x
      rcases x with i | i
      · simpa using congrFun h1 i
      · simpa using congrFun h2 i
```

Let $E\neq0$ be an energy. If $b$ were zero, the first equation would give $a=0$ as well, so $b\ne0$. Then

$$Q^TQb=E\,Q^Ta=E^2b ,$$

hence $E^2=\lambda_j$ for some $j$, and $E$ is plus or minus the band energy.

Conversely, take a nonzero $E$ with $E^2=\lambda_j$. Set $b=s_j$ and $a=Qs_j/E$. The first equation holds by construction, and the second follows from

$$Q^Ta=\frac{\lambda_j}{E}\,s_j=E\,s_j .$$

Both signs of $E$ occur. Here $a$ and $b$ have equal length, so the full state has squared length $N+1$ and is normalised by dividing by $\sqrt{N+1}$.

For $E=0$, the map $Q^T$ goes from $N+1$ dimensions to $N$, so some $a\neq0$ satisfies $Q^Ta=0$. With $b=0$ this is a zero-energy state. It comes from counting sites, and no winding number enters.

The theorem below says that a real number $E$ is an energy if and only if it is zero or one of the listed values. Its proof treats $E=0$ separately in both directions, which also takes care of a band energy that happens to vanish.

```lean
/-- The energies of the open SSH chain with `N + 1` A sites and `N` B sites are exactly `0` and
`±√(v² + w² + 2 v w cos k_j)` with `k_j = π (j + 1) / (N + 1)`, `j = 0, ..., N - 1`. -/
theorem odd_chain_spectrum (N : ℕ) (v w E : ℝ) :
    IsEnergy N v w E ↔ E = 0 ∨ ∃ j : Fin N,
      E = bandEnergy v w (momentum N j) ∨ E = -bandEnergy v w (momentum N j) := by
  rw [isEnergy_iff]
  constructor
  · rintro ⟨a, b, hab, h1, h2⟩
    by_cases hE : E = 0
    · exact Or.inl hE
    right
    have hb : b ≠ 0 := by
      rintro rfl
      rw [Matrix.mulVec_zero] at h1
      have ha : a = 0 := (smul_eq_zero.1 h1.symm).resolve_left hE
      simp [ha] at hab
    -- squaring the Hamiltonian reduces the problem to the B sublattice
    obtain ⟨j, hj⟩ := two_step_complete (v := v) (w := w) (e := E ^ 2) hb
      (by rw [h1, Matrix.mulVec_smul, h2, smul_smul, sq])
    rw [← bandEnergy_sq] at hj
    exact ⟨j, sq_eq_sq_iff_eq_or_eq_neg.1 hj⟩
  · intro h
    by_cases hE : E = 0
    · -- one more A site than B sites: the map from A to B has a kernel
      obtain ⟨a, ha, h0⟩ : ∃ a : Fin (N + 1) → ℝ, a ≠ 0 ∧ (hop N v w)ᵀ *ᵥ a = 0 := by
        by_contra hc
        have hinj : Function.Injective (Matrix.mulVecLin (hop N v w)ᵀ) := by
          rw [injective_iff_map_eq_zero]
          intro a ha
          by_contra hne
          exact hc ⟨a, hne, ha⟩
        have hd := LinearMap.finrank_le_finrank_of_injective hinj
        simp at hd
      exact ⟨a, 0, Or.inl ha, by rw [hE, Matrix.mulVec_zero, zero_smul],
        by rw [h0, smul_zero]⟩
    · obtain ⟨j, hj⟩ := h.resolve_left hE
      have hsq := sq_eq_sq_iff_eq_or_eq_neg.2 hj
      rw [bandEnergy_sq] at hsq
      refine ⟨E⁻¹ • (hop N v w *ᵥ sineMode N j), sineMode N j,
        Or.inr ((sineMode_independent N).ne_zero j), (smul_inv_smul₀ hE _).symm, ?_⟩
      rw [Matrix.mulVec_smul, two_step_sineMode, ← hsq, smul_smul]
      congr 1
      field_simp

end

end SSHOddChain
```

```lean
#print axioms SSHOddChain.odd_chain_spectrum
```

```
'SSHOddChain.odd_chain_spectrum' depends on axioms: [propext, Classical.choice, Quot.sound]
```

The theorem fixes the set of energies and leaves degeneracies open. For $v$ and $w$ both nonzero, a further short argument, left informal here, gives $2N+1$ distinct levels: the $\lambda_j$ differ from one another and exceed $(|v|-|w|)^2\ge0$.

For non-interacting electrons on a finite chain of this kind, the formula supplies closed-form levels with which a numerical tight-binding diagonalisation can be compared. Applying it to a real molecule or material takes one more step: the assumption that one orbital per site, equal on-site energies and two fixed nearest-neighbour hoppings describe the electrons.

## One site, three sites and a dimer

For $N=0$ there is a single A site and no bond. The list of wave numbers is empty, and the only energy is $0$.

For $N=1$ the chain is $A_0-B_0-A_1$ and $k_0=\pi/2$. The cosine vanishes, and the energies are $0$ and $\pm\sqrt{v^2+w^2}$.

Removing $A_1$ from this chain leaves the dimer $A_0-B_0$, with equal numbers of A and B sites and energies $\pm v$. For $v\neq0$ zero is no longer an energy, so an open chain with alternating hoppings need not have a zero level when the surplus A site is missing.
